# Stationary angles and minimum energy of a one-parameter unitary coupled-cluster state for two real levels

When an optimiser for a one-parameter unitary coupled-cluster state stops at a vanishing gradient, it remains to check that the angle is a minimum and not a maximum. For two real levels with positive coupling and the state $(\cos q,\sin q)$, the sign of $\tan q$ at the stationary angle $q$ decides this: a negative value means the minimum. At such an angle $\tan q$ is also an amplitude that solves the equation of projective coupled-cluster theory, and in this two-level model the two methods give the same energy at every stationary angle.

```lean
import Mathlib

open Matrix

namespace TwoLevelUnitaryCC

noncomputable section
```

## Two levels and one rotation angle

Let the reference configuration have energy zero and the excited configuration energy $2D$, with a real coupling $K$ between them:

$$H=\begin{pmatrix}0&K\\K&2D\end{pmatrix}.$$

The closed-shell problem of the hydrogen molecule in a minimal basis has this form once the reference energy is subtracted, the excited configuration being the doubly excited one. In Lean, `hamiltonian K D` is this matrix over the real numbers, with index 0 for the reference and index 1 for the excited configuration.

```lean
/-- The real two-level Hamiltonian with coupling `K` and excitation energy `2D`. -/
def hamiltonian (K D : ℝ) : Matrix (Fin 2) (Fin 2) ℝ := !![0, K; K, 2 * D]
```

The unitary ansatz applies the exponential of an anti-Hermitian excitation operator to the reference. In two dimensions and with a real amplitude this is a rotation, and it gives

$$\psi(q)=(\cos q,\ \sin q),$$

which is normalised for every $q$. The file starts from the rotated vector; it contains neither the operator exponential nor fermionic operators.

```lean
/-- The reference state rotated by the angle `q` towards the excited state. -/
def state (q : ℝ) : Fin 2 → ℝ := ![Real.cos q, Real.sin q]
```

The energy is the expectation value $E(q)=\psi(q)\cdot H\psi(q)$. No denominator is needed, because the state is normalised. In the definition, `*ᵥ` applies the matrix to the vector and `⬝ᵥ` is the real dot product.

```lean
/-- The energy of the rotated state, as the expectation value of the Hamiltonian. -/
def energy (K D q : ℝ) : ℝ := state q ⬝ᵥ (hamiltonian K D *ᵥ state q)
```

## The energy curve and its slope

Applying the matrix gives $H\psi=(K\sin q,\ K\cos q+2D\sin q)$, and therefore

$$E(q)=2K\sin q\cos q+2D\sin^2 q=K\sin 2q+2D\sin^2 q.$$

The proof expands the two-term sums in the same way.

```lean
/-- The expectation value written out as a function of the rotation angle. -/
theorem energy_eq (K D q : ℝ) :
    energy K D q = K * Real.sin (2 * q) + 2 * D * Real.sin q ^ 2 := by
  rw [Real.sin_two_mul]
  simp only [energy, hamiltonian, state, Matrix.mulVec, dotProduct, Fin.sum_univ_two,
    Matrix.of_apply, Matrix.cons_val_zero, Matrix.cons_val_one]
  ring
```

Differentiating, with $4D\sin q\cos q=2D\sin 2q$, gives

$$E'(q)=2\,(K\cos 2q+D\sin 2q).$$

The statement `HasDerivAt` says that the energy is differentiable at $q$ with this slope, so the expression `deriv (energy K D) q` in the later theorems is the gradient that an optimiser drives to zero. The proof writes $\sin^2 q$ as a product and applies the chain and product rules.

```lean
/-- The slope of the energy with respect to the rotation angle. -/
theorem hasDerivAt_energy (K D q : ℝ) :
    HasDerivAt (energy K D) (2 * (K * Real.cos (2 * q) + D * Real.sin (2 * q))) q := by
  have e : energy K D =
      fun x => K * Real.sin (2 * x) + 2 * D * (Real.sin x * Real.sin x) := by
    funext x
    rw [energy_eq]
    ring
  have h2 : HasDerivAt (fun x : ℝ => 2 * x) 2 q := by
    simpa using (hasDerivAt_id' q).const_mul (2 : ℝ)
  have hs := (Real.hasDerivAt_sin q).fun_mul (Real.hasDerivAt_sin q)
  rw [e]
  refine ((h2.sin.const_mul K).fun_add (hs.const_mul (2 * D))).congr_deriv ?_
  rw [Real.sin_two_mul]
  ring
```

## Energy and slope on a circle

With $\sin^2 q=(1-\cos 2q)/2$, the energy measured from $D$ and half the slope become

$$E-D=K\sin 2q-D\cos 2q,\qquad \tfrac12E'=K\cos 2q+D\sin 2q.$$

When these are squared and added, the cross terms cancel, and what remains is

$$(E-D)^2+\left(\tfrac12E'\right)^2=(D^2+K^2)(\sin^2 2q+\cos^2 2q)=D^2+K^2.$$

The closing `linear_combination` is this last line: it multiplies the Pythagorean identity at $2q$ by $K^2+D^2$.

```lean
/-- The energy measured from `D` and half its slope lie on a circle of squared radius
`D² + K²`. -/
theorem energy_slope_circle (K D q : ℝ) :
    (energy K D q - D) ^ 2 + (deriv (energy K D) q / 2) ^ 2 = D ^ 2 + K ^ 2 := by
  have h : Real.sin q ^ 2 = 1 / 2 - Real.cos (2 * q) / 2 := by
    have h1 := Real.cos_two_mul q
    have h2 := Real.sin_sq_add_cos_sq q
    linarith
  rw [(hasDerivAt_energy K D q).deriv, energy_eq, h]
  linear_combination (K ^ 2 + D ^ 2) * Real.sin_sq_add_cos_sq (2 * q)
```

Write $R=\sqrt{D^2+K^2}$. If $E'=0$, the circle gives $(E-D)^2=R^2$, which factors as

$$\bigl(E-(D-R)\bigr)\bigl(E-(D+R)\bigr)=0,$$

so $E=D-R$ or $E=D+R$. Conversely, if $E$ has one of these values, the circle leaves $(E'/2)^2=0$, and the slope vanishes. The equivalence holds for all real $K$ and $D$.

```lean
/-- An angle is stationary exactly when its energy is one of the two values
`D ± √(D² + K²)`. -/
theorem stationary_iff_energy (K D q : ℝ) :
    deriv (energy K D) q = 0 ↔
      energy K D q = D - Real.sqrt (D ^ 2 + K ^ 2) ∨
      energy K D q = D + Real.sqrt (D ^ 2 + K ^ 2) := by
  have hR : Real.sqrt (D ^ 2 + K ^ 2) ^ 2 = D ^ 2 + K ^ 2 := Real.sq_sqrt (by positivity)
  have hcirc := energy_slope_circle K D q
  constructor
  · intro h
    have hprod : (energy K D q - (D - Real.sqrt (D ^ 2 + K ^ 2))) *
        (energy K D q - (D + Real.sqrt (D ^ 2 + K ^ 2))) = 0 := by
      linear_combination hcirc - hR - (deriv (energy K D) q / 4) * h
    rcases mul_eq_zero.mp hprod with h1 | h1
    · exact Or.inl (sub_eq_zero.mp h1)
    · exact Or.inr (sub_eq_zero.mp h1)
  · intro h
    have hsq : deriv (energy K D) q ^ 2 = 0 := by
      rcases h with h | h <;> rw [h] at hcirc <;> linear_combination 4 * hcirc - 4 * hR
    exact (pow_eq_zero_iff (two_ne_zero)).mp hsq
```

## The angle condition

Stationarity means $K\cos 2q+D\sin 2q=0$. Let $D\neq0$. If $\cos 2q$ were zero, then $D\sin 2q=0$ would force $\sin 2q=0$ as well, which contradicts $\sin^2 2q+\cos^2 2q=1$. Hence $\cos 2q\neq0$, and division gives

$$\tan 2q=-\frac{K}{D}.$$

Each step can be reversed. Lean gives the tangent the value zero at its poles, and the explicit condition `Real.cos (2 * q) ≠ 0` keeps that convention from admitting false solutions when $K=0$.

```lean
/-- For `D ≠ 0`, an angle is stationary exactly when `cos 2q` is nonzero and
`tan 2q = -K/D`. -/
theorem stationary_iff_tan_two_mul (K : ℝ) {D : ℝ} (hD : D ≠ 0) (q : ℝ) :
    deriv (energy K D) q = 0 ↔
      Real.cos (2 * q) ≠ 0 ∧ Real.tan (2 * q) = -K / D := by
  rw [(hasDerivAt_energy K D q).deriv]
  constructor
  · intro h
    have hc : Real.cos (2 * q) ≠ 0 := by
      intro hc
      have hDs : D * Real.sin (2 * q) = 0 := by
        rw [hc] at h
        linarith
      have hs := (mul_eq_zero.mp hDs).resolve_left hD
      have h1 := Real.sin_sq_add_cos_sq (2 * q)
      rw [hs, hc] at h1
      norm_num at h1
    refine ⟨hc, ?_⟩
    rw [Real.tan_eq_sin_div_cos, div_eq_div_iff hc hD]
    linear_combination h / 2
  · rintro ⟨hc, ht⟩
    rw [Real.tan_eq_sin_div_cos, div_eq_div_iff hc hD] at ht
    linear_combination 2 * ht
```

## The amplitude equation inside the gradient

Projective coupled-cluster theory uses the unnormalised state $(1,t)$. Its amplitude equation follows from projecting the Schrödinger equation on the two configurations. The reference component gives $E=Kt$, the excited component gives $K+2Dt=Et$, and together they yield

$$K+2Dt-Kt^2=0.$$

To find this polynomial in the unitary gradient, let $\cos q\neq0$ and $t=\tan q$. Then $\cos 2q=\cos^2 q\,(1-t^2)$ and $\sin 2q=2t\cos^2 q$, so

$$E'(q)=2\cos^2 q\,\bigl(K+2Dt-Kt^2\bigr).$$

The prefactor is positive, so the slope vanishes exactly when the amplitude equation holds. At an angle with $\cos q=0$ the slope is $-2K$, which is nonzero for $K\neq0$, so no stationary angle is lost. In the proof, `key` is the factorisation, and the case $\cos q=0$ is excluded separately.

```lean
/-- For `K ≠ 0`, an angle is stationary exactly when `cos q` is nonzero and the amplitude
`t = tan q` solves the coupled-cluster equation `K + 2Dt - Kt² = 0`. -/
theorem stationary_iff_amplitude {K : ℝ} (hK : K ≠ 0) (D q : ℝ) :
    deriv (energy K D) q = 0 ↔
      Real.cos q ≠ 0 ∧ K + 2 * D * Real.tan q - K * Real.tan q ^ 2 = 0 := by
  rw [(hasDerivAt_energy K D q).deriv]
  -- away from the poles of the tangent, the slope contains the amplitude equation
  have key (hc : Real.cos q ≠ 0) :
      2 * (K * Real.cos (2 * q) + D * Real.sin (2 * q)) =
        2 * Real.cos q ^ 2 * (K + 2 * D * Real.tan q - K * Real.tan q ^ 2) := by
    rw [Real.cos_two_mul', Real.sin_two_mul, ← Real.tan_mul_cos hc]
    ring
  constructor
  · intro h
    have hc : Real.cos q ≠ 0 := by
      intro hc
      have h1 := Real.sin_sq_add_cos_sq q
      rw [Real.cos_two_mul', Real.sin_two_mul, hc] at h
      rw [hc] at h1
      exact hK (by linear_combination -h / 2 - K * h1)
    rw [key hc] at h
    exact ⟨hc, (mul_eq_zero.mp h).resolve_left (by positivity)⟩
  · rintro ⟨hc, ht⟩
    rw [key hc, ht, mul_zero]
```

At a stationary angle the two energies also agree. With $\sin q=t\cos q$,

$$E=2Kt\cos^2 q+2Dt^2\cos^2 q=t\cos^2 q\,(2K+2Dt).$$

The amplitude equation gives $2Dt=Kt^2-K$, so the bracket equals $K(1+t^2)$. Since $\cos^2 q\,(1+t^2)=1$, the result is $E=Kt$. The two terms of the final `linear_combination` use the amplitude equation and the normalisation in turn.

The agreement belongs to this two-level model, where one angle reaches every real normalised state; with truncated excitations in larger systems, unitary and projective energies generally differ.

```lean
/-- For `K ≠ 0`, the energy at a stationary angle equals the projective coupled-cluster
energy `K tan q`. -/
theorem energy_eq_projective {K : ℝ} (hK : K ≠ 0) (D q : ℝ)
    (h : deriv (energy K D) q = 0) : energy K D q = K * Real.tan q := by
  obtain ⟨hc, ht⟩ := (stationary_iff_amplitude hK D q).mp h
  have h1 := Real.sin_sq_add_cos_sq q
  rw [energy_eq, Real.sin_two_mul]
  rw [← Real.tan_mul_cos hc] at h1 ⊢
  linear_combination Real.tan q * Real.cos q ^ 2 * ht + K * Real.tan q * h1
```

## The negative amplitude selects the minimum

Now let $K>0$. This says that the configurations do interact, and it fixes their relative sign: reversing the sign of one basis state reverses both $K$ and $t$. The parameter $D$ may be any real number.

The circle gives $|E-D|\le R$, hence $E\ge D-R$ at every angle. Because $K\neq0$, $R>|D|$, and so

$$D-R<0<D+R.$$

At a stationary angle $E=Kt$, so $t$ has the sign of $E$: a negative $t$ belongs to $D-R$ and a positive $t$ to $D+R$.

It remains to find an angle that reaches the bound. Take $t_-=(D-R)/K$, which is negative. It solves the amplitude equation, since

$$K\,(K+2Dt_--Kt_-^2)=K^2+2D(D-R)-(D-R)^2=K^2+D^2-R^2=0.$$

The angle $q=\arctan t_-$ has a positive cosine and tangent $t_-$, so its energy is $D-R$.

In the theorem, `IsLeast (Set.range (energy K D))` means that $D-R$ is the energy at some angle and that no angle gives less. The second part characterises all minimising angles: $\cos q\neq0$, the amplitude equation holds, and $\tan q<0$. The proof establishes this characterisation first, as `hiff`, then uses it to evaluate the energy at the arctangent, and takes the lower bound from the circle.

```lean
/-- For `K > 0`, the least energy over all angles is `D - √(D² + K²)`. It is reached exactly
where `cos q` is nonzero and `tan q` is a negative solution of the amplitude equation. -/
theorem unitary_minimum {K : ℝ} (hK : 0 < K) (D : ℝ) :
    IsLeast (Set.range (energy K D)) (D - Real.sqrt (D ^ 2 + K ^ 2)) ∧
    ∀ q, energy K D q = D - Real.sqrt (D ^ 2 + K ^ 2) ↔
      Real.cos q ≠ 0 ∧ K + 2 * D * Real.tan q - K * Real.tan q ^ 2 = 0 ∧
        Real.tan q < 0 := by
  have hR : Real.sqrt (D ^ 2 + K ^ 2) ^ 2 = D ^ 2 + K ^ 2 := Real.sq_sqrt (by positivity)
  have hDR : |D| < Real.sqrt (D ^ 2 + K ^ 2) :=
    abs_lt_of_sq_lt_sq (by rw [hR]; linarith [pow_pos hK 2]) (Real.sqrt_nonneg _)
  obtain ⟨hlo, hhi⟩ := abs_lt.mp hDR
  -- the sign of the amplitude separates the two stationary energies
  have hiff : ∀ q, energy K D q = D - Real.sqrt (D ^ 2 + K ^ 2) ↔
      Real.cos q ≠ 0 ∧ K + 2 * D * Real.tan q - K * Real.tan q ^ 2 = 0 ∧
        Real.tan q < 0 := by
    intro q
    constructor
    · intro h
      have hst := (stationary_iff_energy K D q).mpr (Or.inl h)
      have hE := energy_eq_projective hK.ne' D q hst
      obtain ⟨hc, ht⟩ := (stationary_iff_amplitude hK.ne' D q).mp hst
      refine ⟨hc, ht, ?_⟩
      by_contra hn
      have := mul_nonneg hK.le (not_lt.mp hn)
      linarith
    · rintro ⟨hc, ht, hneg⟩
      have hst := (stationary_iff_amplitude hK.ne' D q).mpr ⟨hc, ht⟩
      have hE := energy_eq_projective hK.ne' D q hst
      have := mul_neg_of_pos_of_neg hK hneg
      rcases (stationary_iff_energy K D q).mp hst with h | h
      · exact h
      · linarith
  refine ⟨⟨?_, ?_⟩, hiff⟩
  · -- the negative root of the amplitude equation gives a minimising angle
    obtain ⟨t, ht⟩ : ∃ t, K * t = D - Real.sqrt (D ^ 2 + K ^ 2) :=
      ⟨(D - Real.sqrt (D ^ 2 + K ^ 2)) / K, mul_div_cancel₀ _ hK.ne'⟩
    refine ⟨Real.arctan t, (hiff _).mpr ⟨(Real.cos_arctan_pos t).ne', ?_, ?_⟩⟩
    · rw [Real.tan_arctan]
      apply mul_left_cancel₀ hK.ne'
      linear_combination
        (2 * D - K * t - (D - Real.sqrt (D ^ 2 + K ^ 2))) * ht - hR
    · rw [Real.tan_arctan]
      by_contra hn
      have := mul_nonneg hK.le (not_lt.mp hn)
      linarith
  · -- the circle identity bounds the energy from below
    rintro _ ⟨q, rfl⟩
    have hb : |energy K D q - D| ≤ Real.sqrt (D ^ 2 + K ^ 2) :=
      Real.abs_le_sqrt (by
        linarith [energy_slope_circle K D q, sq_nonneg (deriv (energy K D) q / 2)])
    linarith [(abs_le.mp hb).1]

end

end TwoLevelUnitaryCC
```

For degenerate configurations, $D=0$, the amplitude equation reduces to $K(1-t^2)=0$. The negative root is $t=-1$, reached at $q=-\pi/4$, where the normalised state is $(1,-1)/\sqrt2$ and the energy is $-K$. Here $\cos 2q=0$, so the condition on $\tan 2q$ is unavailable, while the amplitude equation still identifies the minimum.

```lean
#print axioms TwoLevelUnitaryCC.stationary_iff_energy
#print axioms TwoLevelUnitaryCC.stationary_iff_tan_two_mul
#print axioms TwoLevelUnitaryCC.unitary_minimum
```

```
'TwoLevelUnitaryCC.stationary_iff_energy' depends on axioms: [propext, Classical.choice, Quot.sound]
'TwoLevelUnitaryCC.stationary_iff_tan_two_mul' depends on axioms: [propext, Classical.choice, Quot.sound]
'TwoLevelUnitaryCC.unitary_minimum' depends on axioms: [propext, Classical.choice, Quot.sound]
```
